# Sixth moment of the tight-binding local density of states in a finite, uniformly coordinated lattice without rings of three, four or six bonds

## Excluding rings length by length

"No short loops" can be a single condition on the shortest ring or a separate condition for each ring length. Here it is the latter: `HasRing G n` says that the lattice contains a closed ring of exactly $n$ bonds, and the main theorem excludes only $n=3,4,6$. Five-membered rings may be present.

The alternative is to require the girth, the length of the shortest ring, to exceed six. That is one hypothesis instead of three, but it also rules out pentagons, which do not affect this moment.

## The physical quantity

Take orthonormal orbitals, one per site, with zero on-site energy and the same real hopping $t$ on every bond. The Hamiltonian is $H=tA$, where $A_{ij}=1$ for bonded sites and $0$ otherwise. The sixth moment of the local density of states at site $i$ is $t^6(A^6)_{ii}$, and $(A^6)_{ii}$ counts closed six-step walks from $i$. If every site has $z$ neighbours and the three ring lengths are absent,

$$(A^6)_{ii}=z(5z^2-6z+2).$$

This gives a reference value for moment or recursion codes applied to such a finite, non-interacting model.

## Three hops, then six

Let $d_i$ be the number of neighbours of $i$. In

$$(A^3)_{ij}=\sum_{a,b}A_{ia}A_{ab}A_{bj},$$

a walk $i\to a\to b\to j$ reverses a step if $b=i$ or $a=j$. These cases contribute $d_iA_{ij}$ and $d_jA_{ij}$, and their overlap $A_{ij}$ is counted twice. With $n_{ij}$ the number of non-reversing walks,

$$(A^3)_{ij}=A_{ij}(d_i+d_j-1)+n_{ij}.$$

If $i$ and $j$ are neighbours, a non-reversing walk and the bond $ij$ close a square, so $n_{ij}=0$.

For any pair, $n_{ij}\le1$. A non-reversing walk with $i=j$ would be a triangle, so let $i\ne j$ and suppose there are two different walks, through $(a,b)$ and $(c,d)$:

- If $a=c$, the sites $a,b,j,d$ form a square.
- If $b=d$, the sites $i,a,b,c$ form a square.
- Otherwise, $a=d$ or $b=c$ would give a triangle, so $i,a,b,j,d,c$ are distinct and form a hexagon.

Since $A^3$ is symmetric, $(A^6)_{ii}=\sum_j(A^3)_{ij}^2$. Using $n_{ij}^2=n_{ij}$,

$$(A^6)_{ii}=\sum_jA_{ij}(d_i+d_j-1)^2+\sum_jn_{ij}.$$

Now set all $d_i=z$. Each row of $A$ sums to $z$, so each row of $A^3$ sums to $z^3$. Hence $z^3=z(2z-1)+\sum_jn_{ij}$, which gives $\sum_jn_{ij}=z(z-1)^2$, and

$$(A^6)_{ii}=z(2z-1)^2+z(z-1)^2=z(5z^2-6z+2).$$

With arbitrary rings, $n_{ij}^2\ge n_{ij}$ still holds, and for neighbours the cross term $2(2z-1)n_{ij}$ is non-negative. The same value is then a lower bound.

For $z=1$ the lattice consists of separate dimers, $A^2=1$, and $(A^6)_{ii}=1$. For $z=0$ it vanishes.

## Reading the Lean statement

`V` is the finite set of sites, `G` the bond network and `G.adjMatrix ℝ` the matrix $A$, so energies are in units of $t$. `G.IsRegularOfDegree z` says that every site has $z$ neighbours, and `(forwardPaths G i j).card` is $n_{ij}$. The lattice need not be connected. Infinite lattices, including the Bethe lattice, unequal hoppings and on-site energies are not covered.

```lean
import Mathlib

open Finset SimpleGraph

namespace SixthMomentLattice

variable {V : Type*} [Fintype V] [DecidableEq V] (G : SimpleGraph V) [DecidableRel G.Adj]

/-- The lattice contains a closed ring of `n` bonds. -/
def HasRing {V : Type*} (G : SimpleGraph V) (n : ℕ) : Prop :=
  ∃ (v : V) (c : G.Walk v v), c.IsCycle ∧ c.length = n

/-- Intermediate sites `(a, b)` of the three-step paths `i → a → b → j` that never
reverse the step just made. -/
def forwardPaths (i j : V) : Finset (V × V) :=
  univ.filter fun p => G.Adj i p.1 ∧ G.Adj p.1 p.2 ∧ G.Adj p.2 j ∧ p.2 ≠ i ∧ p.1 ≠ j

omit [Fintype V] [DecidableEq V] [DecidableRel G.Adj] in
/-- Without three-membered rings, no three sites are mutually bonded. -/
theorem no_triangle {G : SimpleGraph V} (h : ¬ HasRing G 3) {a b c : V}
    (ab : G.Adj a b) (bc : G.Adj b c) (ca : G.Adj c a) : False := by
  refine h ⟨a, .cons ab (.cons bc (.cons ca .nil)), ?_, rfl⟩
  rw [Walk.cons_isCycle_iff]
  constructor <;> simp [ab.ne, ab.ne', bc.ne, ca.ne, ca.ne']

omit [Fintype V] [DecidableEq V] [DecidableRel G.Adj] in
/-- Without four-membered rings, four bonds cannot close up on two pairs of distinct
opposite sites. -/
theorem no_square {G : SimpleGraph V} (h : ¬ HasRing G 4) {a b c d : V}
    (ab : G.Adj a b) (bc : G.Adj b c) (cd : G.Adj c d) (da : G.Adj d a)
    (ac : a ≠ c) (bd : b ≠ d) : False := by
  refine h ⟨a, .cons ab (.cons bc (.cons cd (.cons da .nil))), ?_, rfl⟩
  rw [Walk.cons_isCycle_iff]
  constructor <;> simp [ab.ne, ab.ne', bc.ne, cd.ne, da.ne, da.ne', ac, ac.symm, bd]

/-- Without rings of three, four or six bonds, two sites are joined by at most one
non-reversing three-step path. -/
theorem forwardPaths_card_le_one (h3 : ¬ HasRing G 3) (h4 : ¬ HasRing G 4)
    (h6 : ¬ HasRing G 6) (i j : V) : (forwardPaths G i j).card ≤ 1 := by
  rw [Finset.card_le_one]
  rintro ⟨a, b⟩ hp ⟨c, d⟩ hq
  simp only [forwardPaths, mem_filter, mem_univ, true_and] at hp hq
  obtain ⟨ia, ab, bj, bi, aj⟩ := hp
  obtain ⟨ic, cd, dj, di, cj⟩ := hq
  have hij : i ≠ j := by
    rintro rfl
    exact no_triangle h3 ia ab bj
  by_cases hac : a = c
  · subst hac
    by_cases hbd : b = d
    · rw [hbd]
    · exact (no_square h4 ab bj dj.symm cd.symm aj hbd).elim
  · by_cases hbd : b = d
    · subst hbd
      exact (no_square h4 ia ab cd.symm ic.symm bi.symm hac).elim
    · have had : a ≠ d := by
        rintro rfl
        exact no_triangle h3 ab bj dj.symm
      have hbc : b ≠ c := by
        rintro rfl
        exact no_triangle h3 ia ab ic.symm
      -- two paths that share only their end sites close to a hexagon
      refine (h6 ⟨i, .cons ia (.cons ab (.cons bj (.cons dj.symm
        (.cons cd.symm (.cons ic.symm .nil))))), ?_, rfl⟩).elim
      rw [Walk.cons_isCycle_iff]
      constructor <;> simp [ia.ne, ia.ne', ab.ne, bj.ne, dj.ne', cd.ne', ic.ne, ic.ne',
        bi, bi.symm, aj, di, di.symm, cj.symm, hij, hij.symm, hac, hbd, had, hbc]

/-- Without four-membered rings, neighbouring sites are joined by no non-reversing
three-step path. -/
theorem forwardPaths_card_of_adj (h4 : ¬ HasRing G 4) {i j : V} (h : G.Adj i j) :
    (forwardPaths G i j).card = 0 := by
  rw [Finset.card_eq_zero, Finset.eq_empty_iff_forall_notMem]
  rintro ⟨a, b⟩ hp
  simp only [forwardPaths, mem_filter, mem_univ, true_and] at hp
  obtain ⟨ia, ab, bj, bi, aj⟩ := hp
  exact no_square h4 ia ab bj h.symm bi.symm aj

/-- Each row of the hopping matrix sums to the coordination number of its site. -/
theorem row_sum (i : V) : ∑ a, G.adjMatrix ℝ i a = G.degree i := by
  simp only [adjMatrix_apply, Finset.sum_boole, ← card_neighborFinset_eq_degree,
    neighborFinset_eq_filter]

/-- Three hops from `i` to `j` in any lattice: walks that retrace a bond contribute
`d_i + d_j - 1` if the sites are neighbours, and the rest are non-reversing paths. -/
theorem three_hops (i j : V) : (G.adjMatrix ℝ ^ 3) i j =
    G.adjMatrix ℝ i j * (G.degree i + G.degree j - 1) + (forwardPaths G i j).card := by
  have hc : ((forwardPaths G i j).card : ℝ) = ∑ a, ∑ b,
      if G.Adj i a ∧ G.Adj a b ∧ G.Adj b j ∧ b ≠ i ∧ a ≠ j then (1 : ℝ) else 0 := by
    simp only [forwardPaths, Finset.card_filter, Fintype.sum_prod_type, Nat.cast_sum,
      Nat.cast_ite, Nat.cast_one, Nat.cast_zero]
  -- inclusion-exclusion over the two possible reversals
  have hp : ∀ a b, G.adjMatrix ℝ i a * G.adjMatrix ℝ a b * G.adjMatrix ℝ b j =
      (if G.Adj i a ∧ G.Adj a b ∧ G.Adj b j ∧ b ≠ i ∧ a ≠ j then (1 : ℝ) else 0)
      + (if b = i then G.adjMatrix ℝ i a * G.adjMatrix ℝ i j else 0)
      + (if a = j then G.adjMatrix ℝ i j * G.adjMatrix ℝ j b else 0)
      - (if a = j then (if b = i then G.adjMatrix ℝ i j else 0) else 0) := by
    intro a b
    simp only [adjMatrix_apply]
    by_cases hb : b = i <;> by_cases ha : a = j
    · by_cases h : G.Adj i j <;> simp [hb, ha, h, G.adj_comm j i]
    · by_cases h : G.Adj i a <;> simp [hb, ha, h, G.adj_comm a i]
    · by_cases h : G.Adj j b <;> simp [hb, ha, h, G.adj_comm b j]
    · by_cases h : G.Adj i a <;> by_cases h' : G.Adj a b <;> by_cases h'' : G.Adj b j <;>
        simp [hb, ha, h, h', h'']
  have h1 : ∑ a, ∑ b, (if b = i then G.adjMatrix ℝ i a * G.adjMatrix ℝ i j else 0)
      = G.degree i * G.adjMatrix ℝ i j := by
    simp only [Finset.sum_ite_eq', mem_univ, if_true, ← Finset.sum_mul, row_sum]
  have h2 : ∑ a, ∑ b, (if a = j then G.adjMatrix ℝ i j * G.adjMatrix ℝ j b else 0)
      = G.adjMatrix ℝ i j * G.degree j := by
    rw [Finset.sum_comm]
    simp only [Finset.sum_ite_eq', mem_univ, if_true, ← Finset.mul_sum, row_sum]
  have h3 : ∑ a, ∑ b, (if a = j then (if b = i then G.adjMatrix ℝ i j else 0) else 0)
      = G.adjMatrix ℝ i j := by
    rw [Finset.sum_comm]
    simp only [Finset.sum_ite_eq', mem_univ, if_true]
  rw [pow_three, Matrix.mul_apply]
  simp only [Matrix.mul_apply, Finset.mul_sum, ← mul_assoc]
  simp only [hp, Finset.sum_add_distrib, Finset.sum_sub_distrib]
  rw [h1, h2, h3, ← hc]
  ring

/-- The sixth local moment is the sum of the squared three-hop amplitudes. -/
theorem sixth_eq_sum_sq (i : V) :
    (G.adjMatrix ℝ ^ 6) i i = ∑ j, ((G.adjMatrix ℝ ^ 3) i j) ^ 2 := by
  have hs : (G.adjMatrix ℝ ^ 3).transpose = G.adjMatrix ℝ ^ 3 := by
    rw [Matrix.transpose_pow, transpose_adjMatrix]
  rw [show (6 : ℕ) = 3 + 3 from rfl, pow_add, Matrix.mul_apply]
  refine Finset.sum_congr rfl fun j _ => ?_
  have h : (G.adjMatrix ℝ ^ 3) j i = (G.adjMatrix ℝ ^ 3) i j := congrFun (congrFun hs i) j
  rw [h, sq]

/-- Sixth local moment for arbitrary coordination numbers, without rings of three, four
or six bonds: a sum over neighbours plus the number of non-reversing three-step paths. -/
theorem sixth_moment_general (h3 : ¬ HasRing G 3) (h4 : ¬ HasRing G 4)
    (h6 : ¬ HasRing G 6) (i : V) : (G.adjMatrix ℝ ^ 6) i i =
      ∑ j, G.adjMatrix ℝ i j * ((G.degree i : ℝ) + G.degree j - 1) ^ 2
        + ∑ j, ((forwardPaths G i j).card : ℝ) := by
  rw [sixth_eq_sum_sq, ← Finset.sum_add_distrib]
  refine Finset.sum_congr rfl fun j _ => ?_
  rw [three_hops]
  by_cases h : G.Adj i j
  · have hA : G.adjMatrix ℝ i j = 1 := by simp [h]
    rw [hA, forwardPaths_card_of_adj G h4 h, Nat.cast_zero]
    ring
  · have hA : G.adjMatrix ℝ i j = 0 := by simp [h]
    rcases Nat.le_one_iff_eq_zero_or_eq_one.mp
      (forwardPaths_card_le_one G h3 h4 h6 i j) with h0 | h0 <;> rw [hA, h0] <;> norm_num

/-- In a lattice of uniform coordination `z`, exactly `z (z - 1)^2` non-reversing
three-step paths start at each site. -/
theorem forwardPaths_total {z : ℕ} (hz : G.IsRegularOfDegree z) (i : V) :
    ∑ j, ((forwardPaths G i j).card : ℝ) = z * ((z : ℝ) - 1) ^ 2 := by
  -- all `k`-step walks from a site number `z ^ k`
  have hw : ∀ (k : ℕ) (i : V), ∑ j, (G.adjMatrix ℝ ^ k) i j = (z : ℝ) ^ k := by
    intro k
    induction k with
    | zero => intro i; simp [Matrix.one_apply]
    | succ k ih =>
      intro i
      simp only [pow_succ' (G.adjMatrix ℝ), Matrix.mul_apply]
      rw [Finset.sum_comm]
      simp only [← Finset.mul_sum, ih, ← Finset.sum_mul, row_sum, hz.degree_eq]
      ring
  have h := hw 3 i
  simp only [three_hops, Finset.sum_add_distrib, hz.degree_eq, ← Finset.sum_mul,
    row_sum] at h
  linear_combination h

/-- Sixth moment of a `z`-coordinated lattice without rings of three, four or six bonds;
rings of five bonds are allowed. -/
theorem sixth_moment {z : ℕ} (hz : G.IsRegularOfDegree z) (h3 : ¬ HasRing G 3)
    (h4 : ¬ HasRing G 4) (h6 : ¬ HasRing G 6) (i : V) :
    (G.adjMatrix ℝ ^ 6) i i = z * (5 * (z : ℝ) ^ 2 - 6 * z + 2) := by
  rw [sixth_moment_general G h3 h4 h6, forwardPaths_total G hz]
  simp only [hz.degree_eq, ← Finset.sum_mul, row_sum]
  ring

/-- For every `z`-coordinated lattice, whatever its rings, the sixth local moment is at
least `z (5 z^2 - 6 z + 2)`. -/
theorem sixth_moment_lower_bound {z : ℕ} (hz : G.IsRegularOfDegree z) (i : V) :
    z * (5 * (z : ℝ) ^ 2 - 6 * z + 2) ≤ (G.adjMatrix ℝ ^ 6) i i := by
  have hsum : z * (5 * (z : ℝ) ^ 2 - 6 * z + 2) = ∑ j, (G.adjMatrix ℝ i j *
      (2 * (z : ℝ) - 1) ^ 2 + ((forwardPaths G i j).card : ℝ)) := by
    rw [Finset.sum_add_distrib, forwardPaths_total G hz, ← Finset.sum_mul, row_sum,
      hz.degree_eq]
    ring
  rw [hsum, sixth_eq_sum_sq]
  refine Finset.sum_le_sum fun j _ => ?_
  rw [three_hops, hz.degree_eq, hz.degree_eq]
  -- a path count is a natural number, so it never exceeds its square
  have hn : ((forwardPaths G i j).card : ℝ) ≤ ((forwardPaths G i j).card : ℝ) ^ 2 := by
    exact_mod_cast Nat.le_self_pow two_ne_zero _
  have hn0 : (0 : ℝ) ≤ (forwardPaths G i j).card := Nat.cast_nonneg _
  by_cases h : G.Adj i j
  · have hA : G.adjMatrix ℝ i j = 1 := by simp [h]
    have hpos : 0 < G.degree i := (G.degree_pos_iff_exists_adj i).mpr ⟨j, h⟩
    rw [hz.degree_eq] at hpos
    have hz1 : (1 : ℝ) ≤ z := by exact_mod_cast hpos
    rw [hA]
    nlinarith [mul_nonneg (by linarith : (0 : ℝ) ≤ 2 * z - 1) hn0]
  · have hA : G.adjMatrix ℝ i j = 0 := by simp [h]
    rw [hA]
    linarith

/-- Sixth moment of a `z`-coordinated lattice in which every ring has more than six
bonds. -/
theorem sixth_moment_of_no_short_rings {z : ℕ} (hz : G.IsRegularOfDegree z)
    (h : ∀ n ≤ 6, ¬ HasRing G n) (i : V) :
    (G.adjMatrix ℝ ^ 6) i i = z * (5 * (z : ℝ) ^ 2 - 6 * z + 2) :=
  sixth_moment G hz (h 3 (by norm_num)) (h 4 (by norm_num)) (h 6 le_rfl) i

end SixthMomentLattice
```

```lean
#print axioms SixthMomentLattice.sixth_moment
#print axioms SixthMomentLattice.sixth_moment_lower_bound
#print axioms SixthMomentLattice.sixth_moment_of_no_short_rings
```

```
'SixthMomentLattice.sixth_moment' depends on axioms: [propext, Classical.choice, Quot.sound]
'SixthMomentLattice.sixth_moment_lower_bound' depends on axioms: [propext, Classical.choice, Quot.sound]
'SixthMomentLattice.sixth_moment_of_no_short_rings' depends on axioms: [propext, Classical.choice, Quot.sound]
```

## How the proof follows the counting

`no_triangle` and `no_square` build the forbidden ring as an explicit closed walk; `simp` checks that its sites are distinct. `forwardPaths_card_le_one` makes the case distinction above and builds the hexagon in the last case. `forwardPaths_card_of_adj` treats neighbours.

In `three_hops`, `hp` is the inclusion–exclusion identity for each pair $(a,b)$, `h1` and `h2` sum the two reversal terms using `row_sum`, and `h3` sums their overlap. `sixth_eq_sum_sq` uses the symmetry of $A^3$, and `sixth_moment_general` compares the two sides for each $j$, bonded to $i$ or not.

`forwardPaths_total` proves the row sums $z^k$ by induction and solves the case $k=3$ for the path count. `sixth_moment` substitutes this and finishes with `ring`. `sixth_moment_lower_bound` proves the inequality for each $j$, with `nlinarith` handling the cross term. `sixth_moment_of_no_short_rings` is the version that excludes every ring of up to six bonds.
